# With equal electron and hole densities, the ideality factor of ABC recombination falls from 2 to 2/3

## Definitions and conventions

Let $n$ be the carrier density in a uniform region where electrons and holes are equally dense. The ABC model writes the recombination rate as

$$R(n) = A n + B n^2 + C n^3 .$$

The three terms stand for recombination through defects, radiative recombination and Auger recombination. The coefficients are constants with $A, C > 0$ and $B \ge 0$.

The **local order** of a rate law is $s(n) = n R'(n)/R(n)$, the slope of $\ln R$ against $\ln n$. For a pure power $n^k$ it equals $k$.

The bias $V$ is measured in thermal voltages $k_BT/q$. It is taken to equal the separation of the electron and hole quasi-Fermi levels in the region, in units of $k_BT$. In Boltzmann statistics the product of the two densities is $n_i^2 e^{V}$, where $n_i > 0$ is the intrinsic density, so equal densities give $n(V) = n_i e^{V/2}$. The current is $J(V) = K R(n(V))$, where $K > 0$ stands for the elementary charge times the recombining volume (or thickness, for a current density). The ideality factor is

$$\eta(V) = \frac{1}{d\ln J/dV}.$$

## From the current to the local order

Since $dn/dV = n/2$, the chain rule gives

$$\frac{d\ln J}{dV} = \frac{R'(n)}{R(n)}\,\frac{n}{2} = \frac{s(n)}{2}, \qquad \eta = \frac{2}{s(n)} .$$

For the ABC rate, $R'(n) = A + 2Bn + 3Cn^2$. Cancelling one factor $n$ leaves

$$s(n) = \frac{N(n)}{D(n)}, \qquad N(n) = A + 2Bn + 3Cn^2, \quad D(n) = A + Bn + Cn^2 .$$

## Monotonicity, bounds and limits

Take $0 < m < n$. Both denominators are positive, so $s(m) < s(n)$ is equivalent to $N(n)D(m) - N(m)D(n) > 0$. In this difference the terms in $A^2$, $B^2$ and $C^2$ cancel, and the rest is

$$AB(n-m) + 2AC(n^2-m^2) + BC\,mn(n-m) = (n-m)\big[AB + 2AC(m+n) + BC\,mn\big] > 0 .$$

The order lies strictly between 1 and 3, because $N - D = Bn + 2Cn^2 > 0$ and $3D - N = 2A + Bn > 0$.

As $n \to 0^+$, $N$ and $D$ both tend to $A$, so $s \to 1$. For large $n$, put $x = 1/n$ and multiply numerator and denominator by $x^2$:

$$s = \frac{Ax^2 + 2Bx + 3C}{Ax^2 + Bx + C} \to 3 \qquad (x \to 0^+).$$

The density $n(V)$ increases strictly from 0 to infinity with $V$. Hence $\eta = 2/s$ decreases strictly, stays between $2/3$ and $2$, and tends to $2$ as $V \to -\infty$ and to $2/3$ as $V \to +\infty$.

## Where the ideality factor equals one

The condition $\eta = 1$ means $N = 2D$, that is $A + 2Bn + 3Cn^2 = 2A + 2Bn + 2Cn^2$, or $Cn^2 = A$. There the defect and Auger terms are equal, whatever the value of $B$. An ideality factor of one therefore doesn't show that radiative recombination dominates: with $B = 0$ it occurs at the same density.

## What the signs of the coefficients do

- If $C = 0$ and $A, B > 0$, the order tends to 2 at high density, and the ideality factor falls only to 1.
- If $A = 0$ and $B, C > 0$, the order starts at 2, and the ideality factor starts at 1.
- If $B$ may be negative, monotonicity can fail even when the rate stays positive. For $A = C = 1$, $B = -1$, the order tends to 1 at zero density but equals $6/7$ at $n = 1/3$, where the ideality factor is $7/3 > 2$.

## The statement in Lean

`abcRate`, `carrierDensity` and `current` are the functions $R(n)$, $n(V)$ and $J(V)$, with real arguments. `localOrder` and `idealityFactor` use the true derivative `deriv`, so $\eta = 2/s$ is a theorem, `idealityFactor_abc`, and not a definition.

`localOrder_strictMonoOn` says that the order is strictly increasing on `Set.Ioi 0`, the positive densities. Its limits are taken along `𝓝[>] 0` (towards zero from above) and `atTop`; the first needs only $A \ne 0$ and the second only $C \ne 0$. `idealityFactor_falls` joins four claims: strict decrease in $V$, values in the open interval `Set.Ioo (2 / 3) 2`, and the limits at `atBot` and `atTop`. `idealityFactor_eq_one_iff` is the criterion $Cn^2 = A$.

The model assumes equal electron and hole densities, constant coefficients with the signs given above, Boltzmann statistics at all densities, a quasi-Fermi level separation equal to the applied bias, and a current made up of recombination alone, without series resistance or leakage. It also doesn't subtract the equilibrium rate, so $J$ is not zero at $V = 0$, and the limit $V \to -\infty$ describes the formula and not a diode in reverse bias. A simulation of a uniform region under all these assumptions, with no equilibrium rate subtracted, must give an ideality factor between $2/3$ and $2$, which makes a simple consistency check.

```lean
import Mathlib

open Filter Topology

namespace ABCIdealityFactor

noncomputable section

/-- The ABC recombination rate `A n + B n² + C n³` at carrier density `n`. -/
def abcRate (A B C n : ℝ) : ℝ := A * n + B * n ^ 2 + C * n ^ 3

/-- The local order `n R'(n) / R(n)` of a rate law `R` at density `n`. -/
def localOrder (R : ℝ → ℝ) (n : ℝ) : ℝ := n * deriv R n / R n

/-- The carrier density `ni exp(V/2)` for equal electron and hole densities, with the bias `V`
in units of the thermal voltage. -/
def carrierDensity (ni V : ℝ) : ℝ := ni * Real.exp (V / 2)

/-- The recombination current `K R(n(V))` at bias `V`, with a constant prefactor `K`. -/
def current (K ni : ℝ) (R : ℝ → ℝ) (V : ℝ) : ℝ := K * R (carrierDensity ni V)

/-- The ideality factor of a current-voltage curve `J`: the reciprocal of `d ln J / dV`, with `V`
in units of the thermal voltage. -/
def idealityFactor (J : ℝ → ℝ) (V : ℝ) : ℝ := 1 / deriv (fun v => Real.log (J v)) V

variable {A B C K ni : ℝ}

/-- For any differentiable rate law with nonzero rate, the logarithmic slope of the recombination
current with respect to bias is half the local order. -/
theorem hasDerivAt_log_current {R : ℝ → ℝ} {V : ℝ} (hK : K ≠ 0)
    (hR : DifferentiableAt ℝ R (carrierDensity ni V)) (h0 : R (carrierDensity ni V) ≠ 0) :
    HasDerivAt (fun v => Real.log (current K ni R v))
      (localOrder R (carrierDensity ni V) / 2) V := by
  -- the density grows at half its own value per thermal voltage
  have hn : HasDerivAt (carrierDensity ni) (carrierDensity ni V / 2) V := by
    have h : HasDerivAt (fun v : ℝ => ni * Real.exp (v / 2))
        (ni * (Real.exp (V / 2) * (1 / 2))) V :=
      (((hasDerivAt_id V).div_const 2).exp).const_mul ni
    exact h.congr_deriv (by unfold carrierDensity; ring)
  have h := ((hR.hasDerivAt.comp V hn).const_mul K).log (mul_ne_zero hK h0)
  exact h.congr_deriv (by
    simp only [Function.comp_apply, localOrder]
    field_simp)

/-- The derivative of the ABC rate with respect to density is `A + 2 B n + 3 C n²`. -/
theorem hasDerivAt_abcRate (A B C n : ℝ) :
    HasDerivAt (abcRate A B C) (A + 2 * B * n + 3 * C * n ^ 2) n := by
  have h := (((hasDerivAt_id' n).const_mul A).fun_add
    ((hasDerivAt_pow 2 n).const_mul B)).fun_add ((hasDerivAt_pow 3 n).const_mul C)
  exact h.congr_deriv (by norm_num; ring)

/-- At nonzero density the local order of the ABC rate is
`(A + 2 B n + 3 C n²) / (A + B n + C n²)`. -/
theorem localOrder_abcRate {n : ℝ} (hn : n ≠ 0) :
    localOrder (abcRate A B C) n
      = (A + 2 * B * n + 3 * C * n ^ 2) / (A + B * n + C * n ^ 2) := by
  have hR : abcRate A B C n = n * (A + B * n + C * n ^ 2) := by unfold abcRate; ring
  rw [localOrder, (hasDerivAt_abcRate A B C n).deriv, hR, mul_div_mul_left _ _ hn]

/-- The local order of the ABC rate increases strictly with the carrier density. -/
theorem localOrder_strictMonoOn (hA : 0 < A) (hB : 0 ≤ B) (hC : 0 < C) :
    StrictMonoOn (localOrder (abcRate A B C)) (Set.Ioi 0) := by
  intro m hm n hn hmn
  have hm' : 0 < m := hm
  have hn' : 0 < n := hn
  rw [localOrder_abcRate hm'.ne', localOrder_abcRate hn'.ne',
    div_lt_div_iff₀ (by positivity) (by positivity)]
  -- the difference of the cross products factorises into positive terms
  have key : 0 < (n - m) * (A * B + 2 * A * C * (m + n) + B * C * (m * n)) :=
    mul_pos (sub_pos.2 hmn) (by positivity)
  nlinarith [key]

/-- The local order of the ABC rate tends to one as the density tends to zero from above. -/
theorem localOrder_tendsto_one (hA : A ≠ 0) :
    Tendsto (localOrder (abcRate A B C)) (𝓝[>] 0) (𝓝 1) := by
  have hnum : Tendsto (fun n : ℝ => A + 2 * B * n + 3 * C * n ^ 2) (𝓝 0) (𝓝 A) :=
    Continuous.tendsto' (by fun_prop) _ _ (by simp)
  have hden : Tendsto (fun n : ℝ => A + B * n + C * n ^ 2) (𝓝 0) (𝓝 A) :=
    Continuous.tendsto' (by fun_prop) _ _ (by simp)
  have h := hnum.div hden hA
  rw [div_self hA] at h
  refine (h.mono_left nhdsWithin_le_nhds).congr' ?_
  filter_upwards [self_mem_nhdsWithin] with n hn
  exact (localOrder_abcRate (Set.mem_Ioi.1 hn).ne').symm

/-- The local order of the ABC rate tends to three as the density grows without bound. -/
theorem localOrder_tendsto_three (hC : C ≠ 0) :
    Tendsto (localOrder (abcRate A B C)) atTop (𝓝 3) := by
  -- in the variable `x = 1/n` the order is continuous at `x = 0`
  have hnum : Tendsto (fun x : ℝ => A * x ^ 2 + 2 * B * x + 3 * C) (𝓝 0) (𝓝 (3 * C)) :=
    Continuous.tendsto' (by fun_prop) _ _ (by simp)
  have hden : Tendsto (fun x : ℝ => A * x ^ 2 + B * x + C) (𝓝 0) (𝓝 C) :=
    Continuous.tendsto' (by fun_prop) _ _ (by simp)
  have h := hnum.div hden hC
  rw [mul_div_cancel_right₀ (3 : ℝ) hC] at h
  refine (h.comp tendsto_inv_atTop_zero).congr' ?_
  filter_upwards [eventually_gt_atTop (0 : ℝ)] with n hn
  rw [localOrder_abcRate hn.ne']
  show (A * n⁻¹ ^ 2 + 2 * B * n⁻¹ + 3 * C) / (A * n⁻¹ ^ 2 + B * n⁻¹ + C) = _
  have hc : n⁻¹ ^ 2 ≠ 0 := by positivity
  have e1 : A * n⁻¹ ^ 2 + 2 * B * n⁻¹ + 3 * C
      = n⁻¹ ^ 2 * (A + 2 * B * n + 3 * C * n ^ 2) := by field_simp
  have e2 : A * n⁻¹ ^ 2 + B * n⁻¹ + C
      = n⁻¹ ^ 2 * (A + B * n + C * n ^ 2) := by field_simp
  rw [e1, e2, mul_div_mul_left _ _ hc]

/-- The ideality factor of the ABC recombination current is two divided by the local order. -/
theorem idealityFactor_abc (hA : 0 < A) (hB : 0 ≤ B) (hC : 0 < C) (hK : 0 < K)
    (hni : 0 < ni) (V : ℝ) :
    idealityFactor (current K ni (abcRate A B C)) V
      = 2 / localOrder (abcRate A B C) (carrierDensity ni V) := by
  have hn : 0 < carrierDensity ni V := mul_pos hni (Real.exp_pos _)
  have hR : 0 < abcRate A B C (carrierDensity ni V) := by unfold abcRate; positivity
  rw [idealityFactor, (hasDerivAt_log_current hK.ne'
    (hasDerivAt_abcRate A B C _).differentiableAt hR.ne').deriv, one_div_div]

/-- The ideality factor of the ABC recombination current falls strictly with bias, stays strictly
between `2/3` and `2`, and tends to `2` at low and to `2/3` at high bias. -/
theorem idealityFactor_falls (hA : 0 < A) (hB : 0 ≤ B) (hC : 0 < C) (hK : 0 < K)
    (hni : 0 < ni) :
    StrictAnti (idealityFactor (current K ni (abcRate A B C))) ∧
    (∀ V, idealityFactor (current K ni (abcRate A B C)) V ∈ Set.Ioo (2 / 3) 2) ∧
    Tendsto (idealityFactor (current K ni (abcRate A B C))) atBot (𝓝 2) ∧
    Tendsto (idealityFactor (current K ni (abcRate A B C))) atTop (𝓝 (2 / 3)) := by
  have hpos : ∀ V, 0 < carrierDensity ni V := fun V => mul_pos hni (Real.exp_pos _)
  -- the order lies strictly between one and three
  have hord : ∀ n : ℝ, 0 < n →
      1 < localOrder (abcRate A B C) n ∧ localOrder (abcRate A B C) n < 3 := by
    intro n hn
    have hD : 0 < A + B * n + C * n ^ 2 := by positivity
    have h1 : 0 ≤ B * n := by positivity
    have h2 : 0 < C * n ^ 2 := by positivity
    rw [localOrder_abcRate hn.ne', lt_div_iff₀ hD, div_lt_iff₀ hD]
    constructor <;> nlinarith
  have hfun : idealityFactor (current K ni (abcRate A B C))
      = fun V => 2 / localOrder (abcRate A B C) (carrierDensity ni V) :=
    funext (idealityFactor_abc hA hB hC hK hni)
  rw [hfun]
  refine ⟨?_, ?_, ?_, ?_⟩
  · intro v w hvw
    have hd : carrierDensity ni v < carrierDensity ni w :=
      mul_lt_mul_of_pos_left (Real.exp_lt_exp.2 (by linarith)) hni
    exact div_lt_div_of_pos_left two_pos (by linarith [(hord _ (hpos v)).1])
      (localOrder_strictMonoOn hA hB hC (hpos v) (hpos w) hd)
  · intro V
    obtain ⟨h1, h3⟩ := hord _ (hpos V)
    have h0 : 0 < localOrder (abcRate A B C) (carrierDensity ni V) := by linarith
    constructor
    · exact div_lt_div_of_pos_left two_pos h0 h3
    · show 2 / localOrder (abcRate A B C) (carrierDensity ni V) < 2
      rw [div_lt_iff₀ h0]
      linarith
  · have hd : Tendsto (carrierDensity ni) atBot (𝓝 0) := by
      have h := (Real.tendsto_exp_atBot.comp
        (tendsto_id.atBot_div_const (two_pos : (0 : ℝ) < 2))).const_mul ni
      rw [mul_zero] at h
      exact h
    have hd' : Tendsto (carrierDensity ni) atBot (𝓝[>] 0) :=
      tendsto_nhdsWithin_iff.2 ⟨hd, Eventually.of_forall hpos⟩
    have h := (tendsto_const_nhds (x := (2 : ℝ))).div
      ((localOrder_tendsto_one (B := B) (C := C) hA.ne').comp hd') one_ne_zero
    rw [div_one] at h
    exact h
  · have hd : Tendsto (carrierDensity ni) atTop atTop :=
      (Real.tendsto_exp_atTop.comp
        (tendsto_id.atTop_div_const (two_pos : (0 : ℝ) < 2))).const_mul_atTop hni
    exact (tendsto_const_nhds (x := (2 : ℝ))).div
      ((localOrder_tendsto_three (A := A) (B := B) hC.ne').comp hd) three_ne_zero

/-- The ideality factor of the ABC recombination current equals one exactly at the bias where the
carrier density satisfies `C n² = A`. -/
theorem idealityFactor_eq_one_iff (hA : 0 < A) (hB : 0 ≤ B) (hC : 0 < C) (hK : 0 < K)
    (hni : 0 < ni) (V : ℝ) :
    idealityFactor (current K ni (abcRate A B C)) V = 1
      ↔ C * carrierDensity ni V ^ 2 = A := by
  have hn : 0 < carrierDensity ni V := mul_pos hni (Real.exp_pos _)
  have hN : A + 2 * B * carrierDensity ni V + 3 * C * carrierDensity ni V ^ 2 ≠ 0 := by
    positivity
  rw [idealityFactor_abc hA hB hC hK hni, localOrder_abcRate hn.ne', div_div_eq_mul_div,
    div_eq_iff hN]
  constructor <;> intro h <;> linarith

end

end ABCIdealityFactor
```

```lean
#print axioms ABCIdealityFactor.idealityFactor_falls
#print axioms ABCIdealityFactor.idealityFactor_eq_one_iff
```

```
'ABCIdealityFactor.idealityFactor_falls' depends on axioms: [propext, Classical.choice, Quot.sound]
'ABCIdealityFactor.idealityFactor_eq_one_iff' depends on axioms: [propext, Classical.choice, Quot.sound]
```

## How the proof runs

`hasDerivAt_log_current` is the chain rule step, for any rate law that is differentiable and nonzero at the density in question. It first proves $dn/dV = n/2$, then composes with $R$, the factor $K$ and the logarithm.

`hasDerivAt_abcRate` differentiates the polynomial, and `localOrder_abcRate` cancels the common factor $n$ to give $N/D$.

In `localOrder_strictMonoOn`, `div_lt_div_iff₀` performs the cross-multiplication. The fact `key` is the positivity of the factorised difference, and `nlinarith` matches it to the expanded inequality.

The two limit lemmas take the limits of numerator and denominator by continuity. At infinity this is done in the variable $x$, and the equations `e1` and `e2` carry out the multiplication by $x^2 = 1/n^2$.

In `idealityFactor_falls`, `hord` contains the bounds $1 < s < 3$, and `hfun` replaces the ideality factor by $2/s(n(V))$. The four parts then follow from the monotonicity and limits of the exponential, combined with those of the order. For the limit at low bias, `hd'` records that the density approaches zero through positive values, as the limit of the order requires.

In `idealityFactor_eq_one_iff`, clearing the denominator gives $2D = N$, and `linarith` reduces this to $Cn^2 = A$ in both directions.
